# In an infinite stack of identical continuous sheets at distances d, 2d, 3d, … from an atom, the nearest supplies 90/π⁴ of the pairwise C₆ attraction energy

Take two identical sheets, at distances $d$ and $2d$ from an atom. If the energy of attraction to a sheet falls off as the fourth power of the distance, the second sheet contributes $1/16$ of what the first does, and the nearest sheet's share is $1/(1+1/16)=16/17\approx0.941$. Further sheets add $1/81$, $1/256$ and so on, and lower the share to $90/\pi^4\approx0.924$. The fourth-power law itself comes from integrating the pair energy over a sheet.

```lean
import Mathlib

open MeasureTheory Real Set Filter Topology

namespace SheetStackDispersion

noncomputable section
```

## From atom pairs to a stack

In the model used here, two atoms at distance $R$ have the dispersion energy $-C/R^6$. The constant $C$, usually written $C_6$, measures the strength of the attraction between their correlated dipole fluctuations; here it is a given number.

```lean
/-- The pairwise dispersion energy `-C/R^6` of two atoms at distance `R > 0`. -/
def pairEnergy (C R : ℝ) : ℝ := -C / R ^ 6
```

A sheet is a plane with $\rho$ atoms per unit area, smeared out evenly. Put the atom at height $D$ above the origin of the plane. The surface element at $(x,y)$ is then at distance $\sqrt{x^2+y^2+D^2}$, and the sheet energy is

$$E(D)=\int_{\mathbb R^2}\rho\,\frac{-C}{(x^2+y^2+D^2)^3}\,dx\,dy .$$

In the following definition, `p.1` and `p.2` are $x$ and $y$; after the change to polar coordinates in a later proof they are the radius and the angle. All quantities are real numbers in any consistent set of units.

```lean
/-- The energy of an atom at distance `D > 0` from an infinite plane sheet of areal density `ρ`:
the pair energy integrated over the sheet. -/
def sheetEnergy (C ρ D : ℝ) : ℝ :=
  ∫ p : ℝ × ℝ, ρ * pairEnergy C (Real.sqrt (p.1 ^ 2 + p.2 ^ 2 + D ^ 2))
```

The stack energy is $\sum_{n\ge0}E((n+1)d)$, so $n=0$ is the nearest sheet. The single length $d$ is both the spacing of the sheets and the atom's distance from the first one.

The shift by one matters. With distances $nd$ and $n$ starting at 0, a sheet would pass through the atom. Its integral diverges and Lean gives it the value 0, so the infinite sum would still look right, while a finite sum of $N$ terms would contain only $N-1$ real sheets.

```lean
/-- The energy of an atom with an infinite stack of identical sheets at the distances
`d, 2d, 3d, ...`, where `d > 0`. -/
def stackEnergy (C ρ d : ℝ) : ℝ := ∑' n : ℕ, sheetEnergy C ρ (((n : ℝ) + 1) * d)
```

The model is additive and undamped. It has no atomic corrugation, no retardation and no many-body screening.

## The inverse fourth power for one sheet

Since $(\sqrt a)^6=a^3$ for $a\ge0$, the square root disappears from the integrand.

```lean
/-- In terms of the squared distance `a ≥ 0`, the pair energy is `-C/a^3`. -/
theorem pairEnergy_sqrt (C : ℝ) {a : ℝ} (ha : 0 ≤ a) :
    pairEnergy C (Real.sqrt a) = -C / a ^ 3 := by
  have h : Real.sqrt a ^ 6 = a ^ 3 := by
    calc Real.sqrt a ^ 6 = (Real.sqrt a ^ 2) ^ 3 := by ring
      _ = a ^ 3 := by rw [Real.sq_sqrt ha]
  rw [pairEnergy, h]
```

A ring of radius $s$ and width $ds$ has area $2\pi s\,ds$. The function $F(s)=-\frac{\pi}{2}(s^2+D^2)^{-2}$ has the derivative

$$F'(s)=\frac{\pi}{2}\cdot\frac{2\cdot 2s}{(s^2+D^2)^3}=\frac{2\pi s}{(s^2+D^2)^3},$$

and it vanishes at infinity. Hence

$$\int_0^\infty\frac{2\pi s}{(s^2+D^2)^3}\,ds=0-F(0)=\frac{\pi}{2D^4}.$$

In the proof, `hderiv` is the derivative and `hlim` the limit; `hpos` says that the integrand is nonnegative, which secures integrability.

```lean
/-- Summing `1/R^6` over the rings of radius `s` of a sheet at distance `D > 0`
gives `π/(2D^4)`. -/
theorem radial_integral {D : ℝ} (hD : 0 < D) :
    ∫ s in Ioi (0 : ℝ), 2 * π * s / (s ^ 2 + D ^ 2) ^ 3 = π / (2 * D ^ 4) := by
  -- the antiderivative is -(π/2)/(s²+D²)²
  have hderiv : ∀ x ∈ Ici (0 : ℝ), HasDerivAt (fun s : ℝ => -(π / 2) / (s ^ 2 + D ^ 2) ^ 2)
      (2 * π * x / (x ^ 2 + D ^ 2) ^ 3) x := by
    intro x _
    have h1 : HasDerivAt (fun s : ℝ => s ^ 2 + D ^ 2) (2 * x) x := by
      simpa using (hasDerivAt_pow 2 x).add_const (D ^ 2)
    have h2 : HasDerivAt (fun s : ℝ => (s ^ 2 + D ^ 2) ^ 2) (2 * (x ^ 2 + D ^ 2) * (2 * x)) x :=
      (h1.fun_pow 2).congr_deriv (by norm_num)
    have h3 := (hasDerivAt_const x (-(π / 2))).fun_div h2 (by positivity)
    refine h3.congr_deriv ?_
    rw [div_eq_div_iff (by positivity) (by positivity)]
    ring
  have hpos : ∀ x ∈ Ioi (0 : ℝ), 0 ≤ 2 * π * x / (x ^ 2 + D ^ 2) ^ 3 := by
    intro x hx
    have hx' : 0 < x := hx
    positivity
  -- it vanishes at infinity
  have hlim : Tendsto (fun s : ℝ => -(π / 2) / (s ^ 2 + D ^ 2) ^ 2) atTop (𝓝 0) := by
    have h1 : Tendsto (fun s : ℝ => s ^ 2 + D ^ 2) atTop atTop :=
      tendsto_atTop_add_const_right _ _ (tendsto_pow_atTop two_ne_zero)
    exact ((tendsto_pow_atTop two_ne_zero).comp h1).const_div_atTop _
  refine (integral_Ioi_of_hasDerivAt_of_nonneg' hderiv hpos hlim).trans ?_
  show 0 - -(π / 2) / ((0 : ℝ) ^ 2 + D ^ 2) ^ 2 = _
  ring
```

In polar coordinates the area element is $s\,ds\,d\theta$ and the integrand does not depend on $\theta$:

$$E(D)=-\rho C\int_{-\pi}^{\pi}d\theta\int_0^\infty\frac{s\,ds}{(s^2+D^2)^3}=-\frac{\pi\rho C}{2D^4}.$$

The proof writes $-\rho C=2\pi k$, so that the radial factor is $k$ times the integral just computed. `setIntegral_prod_mul` separates the two variables, and `hθ` supplies the angular factor $2\pi$. The signs of $C$ and $\rho$ play no role here.

```lean
/-- An atom at distance `D > 0` from a sheet of areal density `ρ` has the pairwise dispersion
energy `-πρC/(2D^4)`. -/
theorem sheetEnergy_eq (C ρ : ℝ) {D : ℝ} (hD : 0 < D) :
    sheetEnergy C ρ D = -(π * ρ * C) / (2 * D ^ 4) := by
  obtain ⟨k, hk⟩ : ∃ k : ℝ, k * (2 * π) = -(ρ * C) :=
    ⟨_, div_mul_cancel₀ _ (by positivity)⟩
  have hθ : ∫ _θ in Ioo (-π) π, (1 : ℝ) = 2 * π := by
    rw [← integral_Ioc_eq_integral_Ioo,
      ← intervalIntegral.integral_of_le (by linarith [Real.pi_pos]),
      intervalIntegral.integral_const, smul_eq_mul]
    ring
  unfold sheetEnergy
  -- pass to polar coordinates, where the integrand does not depend on the angle
  rw [← integral_comp_polarCoord_symm]
  trans ∫ p : ℝ × ℝ in Ioi (0 : ℝ) ×ˢ Ioo (-π) π,
    (k * (2 * π * p.1 / (p.1 ^ 2 + D ^ 2) ^ 3)) * (1 : ℝ)
  · refine setIntegral_congr_fun (measurableSet_Ioi.prod measurableSet_Ioo) (fun p _ => ?_)
    have hR : (p.1 * Real.cos p.2) ^ 2 + (p.1 * Real.sin p.2) ^ 2 + D ^ 2 = p.1 ^ 2 + D ^ 2 := by
      linear_combination p.1 ^ 2 * Real.sin_sq_add_cos_sq p.2
    simp only [polarCoord_symm_apply, smul_eq_mul]
    rw [hR, pairEnergy_sqrt C (by positivity)]
    linear_combination (-(p.1 / (p.1 ^ 2 + D ^ 2) ^ 3)) * hk
  · refine (setIntegral_prod_mul (μ := volume) (ν := volume)
      (fun r : ℝ => k * (2 * π * r / (r ^ 2 + D ^ 2) ^ 3)) (fun _ : ℝ => (1 : ℝ))
      (Ioi 0) (Ioo (-π) π)).trans ?_
    rw [integral_const_mul, radial_integral hD, hθ]
    linear_combination (π / (2 * D ^ 4)) * hk
```

## Summing the sheets

With $\sum_{n\ge0}(n+1)^{-4}=\pi^4/90$,

$$\sum_{n\ge0}E((n+1)d)=-\frac{\pi\rho C}{2d^4}\cdot\frac{\pi^4}{90}=-\frac{\pi^5\rho C}{180\,d^4}.$$

`HasSum` states convergence together with the value. Mathlib provides the sum of inverse fourth powers as `hasSum_zeta_four`; `hz` shifts its index, and `he` inserts the sheet law.

```lean
/-- For spacing `d > 0` the sheet energies of the stack form a convergent series with sum
`-π^5 ρC/(180 d^4)`. -/
theorem hasSum_sheetEnergy (C ρ : ℝ) {d : ℝ} (hd : 0 < d) :
    HasSum (fun n : ℕ => sheetEnergy C ρ (((n : ℝ) + 1) * d))
      (-(π ^ 5 * ρ * C) / (180 * d ^ 4)) := by
  have hz : HasSum (fun n : ℕ => 1 / ((n : ℝ) + 1) ^ 4) (π ^ 4 / 90) := by
    have h := (hasSum_nat_add_iff' 1).mpr hasSum_zeta_four
    simpa using h
  have he : (fun n : ℕ => sheetEnergy C ρ (((n : ℝ) + 1) * d)) =
      fun n : ℕ => -(π * ρ * C) / (2 * d ^ 4) * (1 / ((n : ℝ) + 1) ^ 4) := by
    funext n
    rw [sheetEnergy_eq C ρ (by positivity), div_mul_div_comm, mul_one]
    congr 1
    ring
  have hv : -(π ^ 5 * ρ * C) / (180 * d ^ 4) =
      -(π * ρ * C) / (2 * d ^ 4) * (π ^ 4 / 90) := by ring
  rw [he, hv]
  exact hz.mul_left _
```

## The share of the nearest sheet

For positive $C$, $\rho$ and $d$, division gives

$$\frac{-\pi\rho C/(2d^4)}{-\pi^5\rho C/(180d^4)}=\frac{90}{\pi^4}.$$

The bounds $3.14<\pi<3.1416$ place this number between 0.92 and 0.93. In a pairwise dispersion calculation of adsorption on a layered solid, a substrate of one sheet would thus miss less than 8% of the attraction energy, within this undamped continuum model and for an atom whose distance from the surface equals the layer spacing. At a larger distance the deeper sheets count for more.

```lean
/-- For `C, ρ, d > 0` the nearest sheet supplies the fraction `90/π^4` of the pairwise attraction
energy between the atom and the infinite stack, and this fraction lies between 0.92 and 0.93. -/
theorem nearest_sheet_fraction {C ρ d : ℝ} (hC : 0 < C) (hρ : 0 < ρ) (hd : 0 < d) :
    sheetEnergy C ρ d / stackEnergy C ρ d = 90 / π ^ 4 ∧
      0.92 < 90 / π ^ 4 ∧ 90 / π ^ 4 < 0.93 := by
  refine ⟨?_, ?_, ?_⟩
  · have hne : -(π ^ 5 * ρ * C) / (180 * d ^ 4) ≠ 0 := by
      rw [neg_div]
      exact neg_ne_zero.mpr (by positivity)
    rw [stackEnergy, (hasSum_sheetEnergy C ρ hd).tsum_eq, sheetEnergy_eq C ρ hd,
      div_eq_div_iff hne (by positivity)]
    ring
  · have h := pow_lt_pow_left₀ Real.pi_lt_d4 Real.pi_pos.le (four_ne_zero : (4 : ℕ) ≠ 0)
    rw [lt_div_iff₀ (by positivity)]
    norm_num at h ⊢
    linarith
  · have h := pow_lt_pow_left₀ Real.pi_gt_d2 (by norm_num) (four_ne_zero : (4 : ℕ) ≠ 0)
    rw [div_lt_iff₀ (by positivity)]
    norm_num at h ⊢
    linarith
```

For a finite stack of $N\ge1$ sheets, let $S_N=\sum_{n<N}E((n+1)d)$, and let $S_\infty$ be the infinite sum. Every term is negative, so $0<-S_N<-S_\infty$, and therefore

$$\frac{E(d)}{S_N}=\frac{-E(d)}{-S_N}>\frac{-E(d)}{-S_\infty}=\frac{90}{\pi^4}.$$

For $N=1$ the share is 1. To get the strict inequality `hlt`, the proof bounds the first $N+1$ terms by the infinite sum and uses that the last of them is strictly negative; both sums enter with reversed sign.

```lean
/-- For `C, ρ, d > 0` and a finite stack of `N ≥ 1` sheets at the distances `d, 2d, ..., Nd` from
the atom, the nearest sheet supplies strictly more than the fraction `90/π^4` of the pairwise
attraction energy. -/
theorem nearest_sheet_fraction_finite {C ρ d : ℝ} (hC : 0 < C) (hρ : 0 < ρ) (hd : 0 < d)
    {N : ℕ} (hN : 1 ≤ N) :
    90 / π ^ 4 <
      sheetEnergy C ρ d / ∑ n ∈ Finset.range N, sheetEnergy C ρ (((n : ℝ) + 1) * d) := by
  -- every sheet attracts
  have hneg : ∀ D : ℝ, 0 < D → 0 < -sheetEnergy C ρ D := by
    intro D hD
    rw [sheetEnergy_eq C ρ hD, neg_div, neg_neg]
    positivity
  have hterm : ∀ n : ℕ, 0 < -sheetEnergy C ρ (((n : ℝ) + 1) * d) :=
    fun n => hneg _ (by positivity)
  have hS : 0 < -∑ n ∈ Finset.range N, sheetEnergy C ρ (((n : ℝ) + 1) * d) := by
    rw [← Finset.sum_neg_distrib]
    exact Finset.sum_pos (fun n _ => hterm n) ⟨0, Finset.mem_range.mpr (by omega)⟩
  -- the infinite stack binds more strongly than the finite one
  have hlt : -∑ n ∈ Finset.range N, sheetEnergy C ρ (((n : ℝ) + 1) * d) <
      -stackEnergy C ρ d := by
    have h := sum_le_hasSum (Finset.range (N + 1)) (fun n _ => (hterm n).le)
      (hasSum_sheetEnergy C ρ hd).summable.hasSum.neg
    rw [Finset.sum_range_succ, Finset.sum_neg_distrib] at h
    have hlast := hterm N
    unfold stackEnergy
    linarith
  have h := div_lt_div_of_pos_left (hneg d hd) hS hlt
  rw [neg_div_neg_eq, neg_div_neg_eq, (nearest_sheet_fraction hC hρ hd).1] at h
  exact h

end

end SheetStackDispersion
```

```lean
#print axioms SheetStackDispersion.nearest_sheet_fraction_finite
-- 'SheetStackDispersion.nearest_sheet_fraction_finite' depends on axioms: [propext, Classical.choice, Quot.sound]
```
